# Obara–Saika overlap tables scaled to S(0,0) = 1 have a determinant independent of both centres

Q: I have filled a table of one-dimensional overlap integrals for two Gaussian primitives, and I check it by comparing the determinant of its leading square block with a number computed from the exponents alone. The entries depend on where the atoms sit. Why should the determinant not?

A: Let the primitives have exponents $a,b$ and centres $A,B$. The product of their exponential factors is a Gaussian of exponent $p=a+b$ about $P=(aA+bB)/p$, and the table is
$$S(i,j)=\int (x-A)^i(x-B)^j e^{-a(x-A)^2-b(x-B)^2}\,dx .$$
Put $u=P-A$, $v=P-B$, $c=1/(2p)$. Divide the table by $S(0,0)$, which itself depends on $A-B$. The $n\times n$ block then has determinant $\prod_{k<n}k!\,c^k$, with no $u$ or $v$ in it.

Q: Does the formal statement contain that integral?

A: No, it starts from the recurrences:

```lean
import Mathlib

namespace ObaraSaikaDeterminant

noncomputable section

/-- The two Obara-Saika recurrences for an array `S i j` of one-dimensional overlap integrals,
with `u` and `v` the shifts from the two centres to the product centre and `c` the width
parameter. Terms with a lowered index are absent when that index is zero. -/
structure IsOverlapArray (u v c : ℝ) (S : ℕ → ℕ → ℝ) : Prop where
  row : ∀ i j, S (i + 1) j = u * S i j + c * (i * S (i - 1) j + j * S i (j - 1))
  col : ∀ i j, S i (j + 1) = v * S i j + c * (i * S (i - 1) j + j * S i (j - 1))
```

`row` raises the power on $A$, `col` the power on $B$. In Lean $0-1=0$ for natural numbers, but the factor $i$ or $j$ removes any such term.

Q: So the link to Gaussians is missing.

A: That is the one step you supply, by integration by parts. Write $x-A=(x-P)+u$. Since $(x-P)e^{-p(x-P)^2}=-c\,\frac{d}{dx}e^{-p(x-P)^2}$, the derivative moves onto the powers and gives
$$S(i+1,j)=uS(i,j)+c\,[\,iS(i-1,j)+jS(i,j-1)\,].$$
The same argument with $x-B=(x-P)+v$ gives `col`. Lean's `u`, `v` and `c` are arbitrary reals; a Gaussian pair has $c>0$, half the inverse total exponent and the variance of the normalised product.

Q: How do the shifts drop out?

A: Expand in polynomials orthogonal under the product Gaussian. With $y=x-P$, take $H_0=1$, $H_1=y$ and $yH_k=H_{k+1}+ckH_{k-1}$. These are monic and scaled by $c$, unlike the textbook physicists' Hermite polynomials. Write $(y+u)^i=\sum_k L_u(i,k)H_k$. Multiplying by $y+u$ gives
$$L_u(i+1,k)=uL_u(i,k)+L_u(i,k-1)+c(k+1)L_u(i,k+1),$$
where $L_u(i,-1)=0$. `hermiteCoeff` is $L$. `hermiteSum` is $T_N(i,j)=\sum_{k<N}w_kL_u(i,k)L_v(j,k)$ with $w_k=k!\,c^k$, the squared norm of $H_k$ under the normalised Gaussian. `overlapArray` takes $N=j+1$.

```lean
/-- Coefficients of the `i`-th shifted power on the `k`-th Hermite polynomial of width `c`,
generated by the three-term recurrence in `k`. -/
def hermiteCoeff (u c : ℝ) : ℕ → ℕ → ℝ
  | 0, 0 => 1
  | 0, _ + 1 => 0
  | i + 1, 0 => u * hermiteCoeff u c i 0 + c * hermiteCoeff u c i 1
  | i + 1, k + 1 => u * hermiteCoeff u c i (k + 1) + hermiteCoeff u c i k
      + c * ((k : ℝ) + 2) * hermiteCoeff u c i (k + 1 + 1)

/-- The sum over the first `N` Hermite polynomials of the products of the coefficients of
two shifted powers, each weighted by `k! c^k`. -/
def hermiteSum (c u v : ℝ) (N i j : ℕ) : ℝ :=
  ∑ k ∈ Finset.range N,
    (Nat.factorial k : ℝ) * c ^ k * hermiteCoeff u c i k * hermiteCoeff v c j k

/-- The explicit overlap array: the Hermite sum taken up to the power on the second centre. -/
def overlapArray (u v c : ℝ) (i j : ℕ) : ℝ := hermiteSum c u v (j + 1) i j
```

Since $(y+u)^i$ is monic of degree $i$, $L_u$ is lower triangular with unit diagonal. Lean gets both facts by induction on $i$.

```lean
/-- A shifted power contains no Hermite polynomial of higher degree. -/
theorem hermiteCoeff_eq_zero (u c : ℝ) {i k : ℕ} (h : i < k) : hermiteCoeff u c i k = 0 := by
  induction i generalizing k with
  | zero =>
    cases k with
    | zero => omega
    | succ k => rfl
  | succ i ih =>
    cases k with
    | zero => omega
    | succ k =>
      rw [hermiteCoeff, ih (k := k + 1) (by omega), ih (k := k) (by omega),
        ih (k := k + 1 + 1) (by omega)]
      ring

/-- The leading Hermite coefficient of every shifted power is one. -/
theorem hermiteCoeff_diag (u c : ℝ) (i : ℕ) : hermiteCoeff u c i i = 1 := by
  induction i with
  | zero => rfl
  | succ i ih =>
    rw [hermiteCoeff, ih, hermiteCoeff_eq_zero u c (show i < i + 1 by omega),
      hermiteCoeff_eq_zero u c (show i < i + 1 + 1 by omega)]
    ring
```

Q: You used orthogonality, which is an integral again.

A: Only as a guide. The proof replaces it with a lowering rule, $(k+1)L(i,k+1)=iL(i-1,k)$. For $i=0$ both sides vanish. If it holds for $i$, the recurrence gives
$$(k+1)L(i+1,k+1)=u(k+1)L(i,k+1)+(k+1)L(i,k)+c(k+1)(k+2)L(i,k+2).$$
Split $(k+1)L(i,k)=L(i,k)+kL(i,k)$ and apply the rule to the other terms. The right side becomes
$$L(i,k)+i\,[uL(i-1,k)+L(i-1,k-1)+c(k+1)L(i-1,k+1)].$$
For $i\ge1$ the bracket is $L(i,k)$, and for $i=0$ its factor is zero, so the total is $(i+1)L(i,k)$. Lean treats small $i$ and $k=0$ separately.

```lean
/-- Lowering rule: `(k+1) L(i,k+1) = i L(i-1,k)` for the Hermite coefficients `L`. -/
theorem hermiteCoeff_lower (u c : ℝ) (i k : ℕ) :
    ((k : ℝ) + 1) * hermiteCoeff u c i (k + 1) = i * hermiteCoeff u c (i - 1) k := by
  induction i generalizing k with
  | zero => simp [hermiteCoeff]
  | succ i ih =>
    cases i with
    | zero =>
      have z : ∀ m, hermiteCoeff u c 0 (m + 1) = 0 := fun _ => rfl
      rw [hermiteCoeff, z k, z (k + 1)]
      cases k <;> simp [hermiteCoeff]
    | succ i =>
      cases k with
      | zero =>
        have h0 : hermiteCoeff u c (i + 1) 1 = ((i : ℝ) + 1) * hermiteCoeff u c i 0 := by
          simpa using ih 0
        have h1 : 2 * hermiteCoeff u c (i + 1) 2 = ((i : ℝ) + 1) * hermiteCoeff u c i 1 := by
          have h := ih 1
          norm_num at h
          linarith
        have e : hermiteCoeff u c (i + 1) 0
            = u * hermiteCoeff u c i 0 + c * hermiteCoeff u c i 1 := rfl
        have e2 : hermiteCoeff u c (i + 1 + 1) 1 = u * hermiteCoeff u c (i + 1) 1
            + hermiteCoeff u c (i + 1) 0 + c * (((0 : ℕ) : ℝ) + 2)
              * hermiteCoeff u c (i + 1) 2 := rfl
        simp only [Nat.cast_zero, zero_add, one_mul, add_tsub_cancel_right] at e2 ⊢
        push_cast
        linear_combination e2 + u * h0 + c * h1 - ((i : ℝ) + 1) * e
      | succ k =>
        have h0 := ih k
        have h1 := ih (k + 1)
        have h2 := ih (k + 1 + 1)
        have e : hermiteCoeff u c (i + 1) (k + 1) = u * hermiteCoeff u c i (k + 1)
            + hermiteCoeff u c i k
            + c * ((k : ℝ) + 2) * hermiteCoeff u c i (k + 1 + 1) := rfl
        have e2 : hermiteCoeff u c (i + 1 + 1) (k + 1 + 1)
            = u * hermiteCoeff u c (i + 1) (k + 1 + 1) + hermiteCoeff u c (i + 1) (k + 1)
            + c * (((k + 1 : ℕ) : ℝ) + 2) * hermiteCoeff u c (i + 1) (k + 1 + 1 + 1) := rfl
        simp only [add_tsub_cancel_right, Nat.cast_add, Nat.cast_one] at h0 h1 h2 e2 ⊢
        linear_combination ((k : ℝ) + 2) * e2 + u * h1 + c * ((k : ℝ) + 2) * h2 + h0
          - ((i : ℝ) + 1) * e
```

Q: And this makes $T_N$ obey the overlap recurrence?

A: Expand $L_u(i+1,k)$ in $T_N(i+1,j)$. The first term gives $uT_N(i,j)$. The last gives $ciT_N(i-1,j)$ by the lowering rule. In the middle term use $w_k=ckw_{k-1}$ and $kL_v(j,k)=jL_v(j-1,k-1)$; it becomes $cjT_{N-1}(i,j-1)$, which is
$$cjT_N(i,j-1)-w_NL_u(i,N-1)L_v(j,N).$$
The boundary term vanishes for $N>j$. In Lean, `key` is this identity with $N=M+1$, proved by induction on $M$.

```lean
/-- The Hermite sum obeys the Obara-Saika recurrence in its first index, provided the sum
reaches the power on the second centre. -/
theorem hermiteSum_row (c u v : ℝ) {N : ℕ} (i j : ℕ) (hj : j + 1 ≤ N) :
    hermiteSum c u v N (i + 1) j = u * hermiteSum c u v N i j
      + c * (i * hermiteSum c u v N (i - 1) j + j * hermiteSum c u v N i (j - 1)) := by
  -- a truncated sum obeys the recurrence up to one boundary term
  have key : ∀ M : ℕ, hermiteSum c u v (M + 1) (i + 1) j = u * hermiteSum c u v (M + 1) i j
      + c * (i * hermiteSum c u v (M + 1) (i - 1) j + j * hermiteSum c u v (M + 1) i (j - 1))
      - (Nat.factorial (M + 1) : ℝ) * c ^ (M + 1) * hermiteCoeff u c i M
        * hermiteCoeff v c j (M + 1) := by
    intro M
    induction M with
    | zero =>
      have s : ∀ a b, hermiteSum c u v 1 a b = hermiteCoeff u c a 0 * hermiteCoeff v c b 0 := by
        intro a b
        simp [hermiteSum]
      have a : hermiteCoeff u c i 1 = i * hermiteCoeff u c (i - 1) 0 := by
        simpa using hermiteCoeff_lower u c i 0
      have b : hermiteCoeff v c j 1 = j * hermiteCoeff v c (j - 1) 0 := by
        simpa using hermiteCoeff_lower v c j 0
      have e : hermiteCoeff u c (i + 1) 0
          = u * hermiteCoeff u c i 0 + c * hermiteCoeff u c i 1 := rfl
      simp only [zero_add, Nat.factorial_one, Nat.cast_one, pow_one, one_mul, s]
      linear_combination hermiteCoeff v c j 0 * e + c * hermiteCoeff v c j 0 * a
        + c * hermiteCoeff u c i 0 * b
    | succ M ih =>
      have s : ∀ a b, hermiteSum c u v (M + 1 + 1) a b = hermiteSum c u v (M + 1) a b
          + (Nat.factorial (M + 1) : ℝ) * c ^ (M + 1) * hermiteCoeff u c a (M + 1)
            * hermiteCoeff v c b (M + 1) := fun a b => Finset.sum_range_succ _ _
      have a := hermiteCoeff_lower u c i (M + 1)
      have b := hermiteCoeff_lower v c j (M + 1)
      have e : hermiteCoeff u c (i + 1) (M + 1) = u * hermiteCoeff u c i (M + 1)
          + hermiteCoeff u c i M
          + c * ((M : ℝ) + 2) * hermiteCoeff u c i (M + 1 + 1) := rfl
      have f : (Nat.factorial (M + 1 + 1) : ℝ) = ((M : ℝ) + 2) * Nat.factorial (M + 1) := by
        rw [Nat.factorial_succ (M + 1)]
        push_cast
        ring
      simp only [Nat.cast_add, Nat.cast_one] at a b
      rw [s (i + 1) j, s i j, s (i - 1) j, s i (j - 1), f]
      linear_combination ih + (Nat.factorial (M + 1) : ℝ) * c ^ (M + 1)
        * (hermiteCoeff v c j (M + 1) * e + c * hermiteCoeff v c j (M + 1) * a
          + c * hermiteCoeff u c i (M + 1) * b)
  obtain ⟨M, rfl⟩ : ∃ M, N = M + 1 := ⟨N - 1, by omega⟩
  rw [key M, hermiteCoeff_eq_zero v c (show j < M + 1 by omega)]
  ring
```

The device that carries the algebra is `linear_combination`. One gives it known equations with multipliers, and it checks that their weighted sum accounts for the goal by ring arithmetic. It does not look for the multipliers. In the successor step, `e` expands $L_u(i+1,M+1)$, `a` lowers the first index and `b` the second, each with the weight it has in the hand calculation.

Q: The cutoff in `overlapArray` changes with $j$. Does that spoil the column recurrence?

A: No, because terms with $k>j$ are zero. Lean moves to the common cutoff $i+j+2$, exchanges the centres and applies the row result again. So an array satisfying both recurrences exists for all real $u,v,c$.

```lean
/-- Hermite polynomials beyond the power on the second centre add nothing to the overlap. -/
theorem hermiteSum_stable (c u v : ℝ) {N : ℕ} (i j : ℕ) (hj : j + 1 ≤ N) :
    hermiteSum c u v N i j = overlapArray u v c i j := by
  induction N, hj using Nat.le_induction with
  | base => rfl
  | succ N hN ih =>
    rw [← ih, hermiteSum, Finset.sum_range_succ,
      hermiteCoeff_eq_zero v c (show j < N by omega), mul_zero, add_zero, hermiteSum]

/-- For all shifts and widths the explicit overlap array satisfies both Obara-Saika
recurrences and starts from one. -/
theorem overlapArray_witness (u v c : ℝ) :
    IsOverlapArray u v c (overlapArray u v c) ∧ overlapArray u v c 0 0 = 1 := by
  refine ⟨⟨fun i j => ?_, fun i j => ?_⟩, by simp [overlapArray, hermiteSum, hermiteCoeff]⟩
  · have h := hermiteSum_row c u v (N := j + 1) i j le_rfl
    rw [hermiteSum_stable c u v (i + 1) j le_rfl, hermiteSum_stable c u v i j le_rfl,
      hermiteSum_stable c u v (i - 1) j le_rfl,
      hermiteSum_stable c u v i (j - 1) (by omega)] at h
    exact h
  · -- exchanging the two centres turns the row recurrence into the column recurrence
    have t : ∀ a b, b + 1 ≤ i + j + 2 →
        hermiteSum c v u (i + j + 2) b a = overlapArray u v c a b := by
      intro a b hb
      rw [← hermiteSum_stable c u v a b hb]
      exact Finset.sum_congr rfl fun k _ => by ring
    have h := hermiteSum_row c v u (N := i + j + 2) j i (by omega)
    rw [t i (j + 1) (by omega), t i j (by omega), t i (j - 1) (by omega),
      t (i - 1) j (by omega)] at h
    linear_combination h
```

Q: My table came from recursion, not from this sum.

A: The recurrences leave only $S(0,0)$ free. `col` fixes the entries $S(0,j)$, then `row` fixes each later $i$. Strong induction shows that your table is $S(0,0)$ times the explicit one.

```lean
/-- The recurrences fix an overlap array up to its first entry: it is that entry times any
array that obeys the same recurrences and starts from one. -/
theorem IsOverlapArray.unique {u v c : ℝ} {S T : ℕ → ℕ → ℝ} (hS : IsOverlapArray u v c S)
    (hT : IsOverlapArray u v c T) (hT0 : T 0 0 = 1) (i j : ℕ) : S i j = S 0 0 * T i j := by
  have h0 : ∀ j, S 0 j = S 0 0 * T 0 j := by
    intro j
    induction j using Nat.strong_induction_on with
    | _ j ih =>
      cases j with
      | zero => rw [hT0, mul_one]
      | succ j =>
        have a := hS.col 0 j
        have b := hT.col 0 j
        simp only [Nat.cast_zero, zero_mul, zero_add] at a b
        linear_combination a - S 0 0 * b + v * ih j (by omega) + c * j * ih (j - 1) (by omega)
  induction i using Nat.strong_induction_on generalizing j with
  | _ i ih =>
    cases i with
    | zero => exact h0 j
    | succ i =>
      linear_combination hS.row i j - S 0 0 * hT.row i j + u * ih i (by omega) j
        + c * i * ih (i - 1) (by omega) j + c * j * ih i (by omega) (j - 1)
```

Q: Then the determinant is a factorisation.

A: Yes. With $D=\mathrm{diag}(w_0,\dots,w_{n-1})$, the block is $S(0,0)\,L_uDL_v^{T}$. Both triangular determinants are 1, the scalar contributes $S(0,0)^n$, and $D$ contributes the product. In the proof, `hL` says that the triangular determinants are 1, and `hF` is the factorisation. `Fin n` runs over $0,\dots,n-1$, and at $n=0$ both sides are 1.

```lean
/-- The determinant of the `n` by `n` block of an overlap array is `S(0,0)^n` times the
product of `k! c^k` over `k < n`. -/
theorem det_overlap {u v c : ℝ} {S : ℕ → ℕ → ℝ} (hS : IsOverlapArray u v c S) (n : ℕ) :
    (Matrix.of fun i j : Fin n => S i j).det
      = S 0 0 ^ n * ∏ k ∈ Finset.range n, (Nat.factorial k : ℝ) * c ^ k := by
  -- the coefficient matrices are unit lower triangular
  have hL : ∀ w : ℝ, (Matrix.of fun i k : Fin n => hermiteCoeff w c i k).det = 1 := by
    intro w
    rw [Matrix.det_of_isLowerTriangular]
    · simp [hermiteCoeff_diag]
    · intro i k hik
      exact hermiteCoeff_eq_zero w c (Fin.lt_def.mp (OrderDual.toDual_lt_toDual.mp hik))
  -- triangular factorisation of the overlap matrix
  have hF : (Matrix.of fun i j : Fin n => S i j)
      = S 0 0 • ((Matrix.of fun i k : Fin n => hermiteCoeff u c i k)
        * Matrix.diagonal (fun k : Fin n => (Nat.factorial k : ℝ) * c ^ (k : ℕ))
        * (Matrix.of fun j k : Fin n => hermiteCoeff v c j k).transpose) := by
    ext i j
    obtain ⟨hT, hT0⟩ := overlapArray_witness u v c
    rw [Matrix.smul_apply, Matrix.mul_apply, smul_eq_mul, Matrix.of_apply,
      hS.unique hT hT0 i j, ← hermiteSum_stable c u v (N := n) i j (by omega),
      hermiteSum, Finset.sum_range]
    congr 1
    apply Finset.sum_congr rfl
    intro k _
    rw [Matrix.mul_diagonal]
    simp only [Matrix.transpose_apply, Matrix.of_apply]
    ring
  rw [hF]
  simp only [Matrix.det_smul, Matrix.det_mul, Matrix.det_transpose, Matrix.det_diagonal, hL,
    Fintype.card_fin, one_mul, mul_one, Finset.prod_range]
```

The normalised statement sets $S(0,0)=1$:

```lean
/-- For an overlap array with `S(0,0) = 1` the determinant is the product of `k! c^k` over
`k < n`, whatever the shifts `u` and `v` to the two centres. -/
theorem det_overlap_normalized {u v c : ℝ} {S : ℕ → ℕ → ℝ} (hS : IsOverlapArray u v c S)
    (h0 : S 0 0 = 1) (n : ℕ) :
    (Matrix.of fun i j : Fin n => S i j).det
      = ∏ k ∈ Finset.range n, (Nat.factorial k : ℝ) * c ^ k := by
  rw [det_overlap hS, h0, one_pow, one_mul]
```

Q: Show me numbers.

A: Take $a=b=\tfrac12$, $A=-1$, $B=1$, so $P=0$, $u=1$, $v=-1$, $c=\tfrac12$. With $S(0,0)=1$ the recurrences give
$$\begin{pmatrix}1&-1&\tfrac32\\1&-\tfrac12&\tfrac12\\\tfrac32&-\tfrac12&\tfrac34\end{pmatrix}.$$
Expanding along the first row gives $-\tfrac18+0+\tfrac38=\tfrac14$. The formula gives $1\cdot c\cdot2c^2=2c^3=\tfrac14$.

Q: When is the block singular?

A: For $n\ge2$, exactly when $c=0$, which no Gaussian pair of finite exponents reaches. At $n=1$ the block is just the entry 1, whatever $c$ is.

```lean
/-- For an overlap array with `S(0,0) = 1` and at least two powers on each centre, the
determinant is nonzero exactly when the width parameter `c` is nonzero. -/
theorem det_overlap_ne_zero_iff {u v c : ℝ} {S : ℕ → ℕ → ℝ} (hS : IsOverlapArray u v c S)
    (h0 : S 0 0 = 1) {n : ℕ} (hn : 2 ≤ n) :
    (Matrix.of fun i j : Fin n => S i j).det ≠ 0 ↔ c ≠ 0 := by
  rw [det_overlap_normalized hS h0, Finset.prod_ne_zero_iff]
  constructor
  · intro h
    simpa using h 1 (Finset.mem_range.mpr (by omega))
  · intro hc k _
    exact mul_ne_zero (Nat.cast_ne_zero.mpr (Nat.factorial_ne_zero k)) (pow_ne_zero k hc)

end

end ObaraSaikaDeterminant
```

```lean
#print axioms ObaraSaikaDeterminant.det_overlap_ne_zero_iff
-- 'ObaraSaikaDeterminant.det_overlap_ne_zero_iff' depends on axioms: [propext, Classical.choice, Quot.sound]
```

Q: What does my check tell me, then?

A: It can expose a wrong $c$ or a misapplied recurrence. It is blind to a wrong $u$ or $v$ used consistently, since the determinant contains neither. In electronic-structure work it concerns the one-dimensional factor for a single primitive pair, not the overlap matrix of a whole molecular basis, and a nonzero determinant does not make the block well conditioned.
